# A rank-one term c z zᵀ multiplies the determinant of a dynamical matrix K by 1 + c z·u, where Ku = z

For a finite set of coordinates, let K be a real dynamical matrix and u a static displacement that answers the force pattern z, so that Ku = z. The declaration states that adding the coupling c z zᵀ, with c any real number, gives det(K + c z zᵀ) = det K · (1 + c z·u). K need not be symmetric or invertible, and z need not be normalised. The attempt writes the new matrix as K(1 + AB), with A the column c u and B the row z, then exchanges det(1 + AB) for det(1 + BA), the determinant of a one-by-one matrix.

Lean 4 with Mathlib refuses this proof:

```lean
import Mathlib

open Matrix
open scoped Real

namespace DetAddRankOne

noncomputable section

variable {n : Type*} [Fintype n]

/-- If `u` is the static response to the force pattern `z`, a rank-one term `c z zᵀ` multiplies
the determinant of the dynamical matrix by `1 + c (z ⬝ᵥ u)`. -/
theorem det_add_rank_one [DecidableEq n] {K : Matrix n n ℝ} {z u : n → ℝ}
    (h : K *ᵥ u = z) (c : ℝ) :
    (K + c • vecMulVec z z).det = K.det * (1 + c * (z ⬝ᵥ u)) := by
  let A : Matrix n Unit ℝ := Matrix.of fun i _ => c * u i
  let B : Matrix Unit n ℝ := Matrix.of fun _ j => z j
  have hKA : K * A = Matrix.of fun i _ => c * z i := by
    ext i k
    change ∑ j, K i j * (c * u j) = c * z i
    rw [← congrFun h i]
    change _ = c * ∑ j, K i j * u j
    rw [Finset.mul_sum]
    exact Finset.sum_congr rfl (fun j _ => by ring)
  -- the static response lets `K` be factored out
  have hfac : K + c • vecMulVec z z = K * (1 + A * B) := by
    rw [mul_add, mul_one, ← Matrix.mul_assoc, hKA]
    congr 1
    ext i j
    rw [Matrix.mul_apply, Fintype.sum_unique]
    change c * (z i * z j) = c * z i * z j
    ring
  rw [hfac, Matrix.det_mul, Matrix.det_one_add_mul_comm, Matrix.det_unique]
  congr 1
  rw [Matrix.add_apply, Matrix.one_apply_eq]
  change 1 + ∑ j, z j * (c * u j) = 1 + c * ∑ j, z j * u j
  rw [Finset.mul_sum]
  congr 1
  exact Finset.sum_congr rfl (fun j _ => by ring)

end

end DetAddRankOne
```

Messages:

```
Main.lean:34:57: error(lean.synthInstanceFailed): failed to synthesize instance of type class
  Unique n

Hint: Type class instance resolution failures can be inspected with the `set_option trace.Meta.synthInstance true` command.
Main.lean:36:6: error: Tactic `rewrite` failed: Did not find an occurrence of the pattern
  (?A + ?B) ?i ?j
in the target expression
  (1 + B * A).det = 1 + c * z ⬝ᵥ u

case e_a
n : Type u_1
inst✝¹ : Fintype n
inst✝ : DecidableEq n
K : Matrix n n ℝ
z u : n → ℝ
h : K *ᵥ u = z
c : ℝ
A : Matrix n Unit ℝ := of fun i x => c * u i
B : Matrix Unit n ℝ := of fun x j => z j
hKA : K * A = of fun i x => c * z i
hfac : K + c • vecMulVec z z = K * (1 + A * B)
⊢ (1 + B * A).det = 1 + c * z ⬝ᵥ u
```

As a diff, the version that Lean accepts:

```diff
@@ -32,7 +32,7 @@
     change c * (z i * z j) = c * z i * z j
     ring
-  rw [hfac, Matrix.det_mul, Matrix.det_one_add_mul_comm, Matrix.det_unique]
+  rw [hfac, Matrix.det_mul, Matrix.det_one_add_mul_comm]
   congr 1
-  rw [Matrix.add_apply, Matrix.one_apply_eq]
+  rw [Matrix.det_unique, Matrix.add_apply, Matrix.one_apply_eq]
   change 1 + ∑ j, z j * (c * u j) = 1 + c * ∑ j, z j * u j
   rw [Finset.mul_sum]
```

Diagnosis. The first message says that Lean could not find `Unique n`, that is, a proof that the index type `n` has exactly one element. `Matrix.det_unique` replaces a determinant by the matrix's single entry, and so needs such an index type. When it is called, the left side is `K.det * (1 + B * A).det`, and the rewrite fits its pattern to `K.det` first. `K` is indexed by the arbitrary finite type `n`, so the instance can't be found. The determinant that was meant is the second, indexed by `Unit`.

The second message follows from the first. The determinant of `1 + B * A` was never turned into an entry, so `Matrix.add_apply` finds no entry of a sum to rewrite.

The repair moves `Matrix.det_unique` to after `congr 1`, which has by then removed the common factor `K.det`. The only determinant left is the one-by-one one, so the rewrite succeeds and gives `Matrix.add_apply` the entry it needs.
